# A two-state model with a finite exact conductivity and a diverging momentum-relaxation-time estimate

## Definitions and conventions

A weak, constant field drives carriers in two states with velocities v = (a, b), and collisions oppose it. In the steady state the deviation f from equilibrium obeys C f = v, where C is the linearized collision operator. The conductivity is the current ⟨v, f⟩ in reduced units, with charge, field and a thermal weight common to both states absorbed. Components are numbered 0 and 1, as in Lean.

```lean
import Mathlib

open Matrix Filter Topology

namespace MomentumRelaxationPole

noncomputable section
```

The states exchange carriers at unit rate, which fixes the unit of time, and relax at an additional rate r:

C = (1+r, −1; −1, 1+r), with the semicolon separating rows.

A uniform deviation therefore decays at rate r. This is compatible with carrier conservation if each entry stands for a pair of opposite momenta with opposite deviations; r is then twice the backscattering rate within a pair, provided that no carrier passes from one state to the opposite of the other. That a given material reduces to this matrix is a physical assumption which the theorems do not address.

```lean
/-- Linearized collision operator of two states that exchange carriers at unit rate
and relax at the additional rate `r`. -/
def collision (r : ℝ) : Matrix (Fin 2) (Fin 2) ℝ := !![1 + r, -1; -1, 1 + r]
```

The exact conductivity is ⟨v, C⁻¹v⟩. In Lean, `⬝ᵥ` is the dot product and `*ᵥ` applies a matrix to a vector. The definition allows any finite set of states.

```lean
/-- Exact conductivity `⟨v, C⁻¹ v⟩` (in reduced units) for an invertible collision
operator `C` and velocities `v`. -/
def exactConductivity {n : Type*} [Fintype n] [DecidableEq n]
    (C : Matrix n n ℝ) (v : n → ℝ) : ℝ := v ⬝ᵥ (C⁻¹ *ᵥ v)
```

The momentum relaxation time of state i is τᵢ = vᵢ/(Cv)ᵢ. Despite its name, it is weighted by velocity, which need not be proportional to crystal momentum. Another convention weights scattering by 1 − cos θ, with θ the angle between the two velocities; the pole found below belongs to the definition used here.

```lean
/-- Momentum relaxation time `v i / (C v) i` of state `i`, defined where `(C v) i ≠ 0`. -/
def momentumTime {n : Type*} [Fintype n] (C : Matrix n n ℝ) (v : n → ℝ) (i : n) : ℝ :=
  v i / (C *ᵥ v) i
```

The estimate replaces the solution f by vᵢτᵢ, state by state, so the conductivity becomes the sum of vᵢ²τᵢ. First-principles mobility calculations can use such an estimate in place of the full solution of the Boltzmann equation; here the two are compared mainly for two states and one free rate.

```lean
/-- Relaxation-time estimate of the conductivity, the sum of `v i ^ 2` times the momentum
relaxation time, defined where no component of `C v` vanishes. -/
def mrtaConductivity {n : Type*} [Fintype n] (C : Matrix n n ℝ) (v : n → ℝ) : ℝ :=
  ∑ i, v i ^ 2 * momentumTime C v i
```

## (a) Dissipation

**Task.** For r > 0 and every real x ≠ 0, show that

⟨x, Cx⟩ > 0.

**Solution.** Expand the quadratic form and complete the square:

⟨x, Cx⟩ = (1+r)x₀² − 2x₀x₁ + (1+r)x₁² = r(x₀² + x₁²) + (x₀ − x₁)².

The first term is positive because r > 0 and x ≠ 0, and the second is non-negative.

In `collision_pos`, `hform` is this identity. The step `hpos` shows that x₀² + x₁² is positive, since otherwise both components would vanish.

```lean
/-- For `r > 0` the two-state collision operator is dissipative: its quadratic form is
positive on every non-zero deviation from equilibrium. -/
theorem collision_pos {r : ℝ} (hr : 0 < r) (x : Fin 2 → ℝ) (hx : x ≠ 0) :
    0 < x ⬝ᵥ (collision r *ᵥ x) := by
  have hform : x ⬝ᵥ (collision r *ᵥ x) = r * (x 0 ^ 2 + x 1 ^ 2) + (x 0 - x 1) ^ 2 := by
    simp [collision, Matrix.mulVec, dotProduct, Fin.sum_univ_two]
    ring
  have hpos : 0 < x 0 ^ 2 + x 1 ^ 2 := by
    by_contra h
    have h0 : x 0 ^ 2 = 0 := by linarith [sq_nonneg (x 0), sq_nonneg (x 1)]
    have h1 : x 1 ^ 2 = 0 := by linarith [sq_nonneg (x 0), sq_nonneg (x 1)]
    exact hx (funext (Fin.forall_fin_two.2
      ⟨pow_eq_zero_iff two_ne_zero |>.1 h0, pow_eq_zero_iff two_ne_zero |>.1 h1⟩))
  rw [hform]
  linarith [mul_pos hr hpos, sq_nonneg (x 0 - x 1)]
```

## (b) The exact conductivity

**Task.** For r > 0 and any real a, b, show that

⟨v, C⁻¹v⟩ = (a+b)²/(2r) + (a−b)²/(2(r+2)).

**Solution.** The determinant is (1+r)² − 1 = r(r+2), so

C⁻¹ = (1+r, 1; 1, 1+r) / (r(r+2)),

⟨v, C⁻¹v⟩ = [(1+r)(a²+b²) + 2ab] / (r(r+2)).

Substitute a²+b² = [(a+b)² + (a−b)²]/2 and 2ab = [(a+b)² − (a−b)²]/2. The numerator becomes

[(r+2)(a+b)² + r(a−b)²]/2,

and division by r(r+2) gives the claim. The terms belong to the normalised modes (1, 1)/√2 and (1, −1)/√2, which decay at rates r and r+2.

Lean verifies the inverse in `hinv` by multiplying C by the proposed matrix and comparing entries with the identity. The commands `field_simp` and `ring` then do the algebra.

```lean
/-- For `r > 0` the exact conductivity is a sum over the two relaxation modes, with
rates `r` and `r + 2`. -/
theorem exact_collision {r : ℝ} (hr : 0 < r) (a b : ℝ) :
    exactConductivity (collision r) ![a, b]
      = (a + b) ^ 2 / 2 / r + (a - b) ^ 2 / 2 / (r + 2) := by
  have h0 : r ≠ 0 := hr.ne'
  have h2 : r + 2 ≠ 0 := by positivity
  -- the inverse collision operator in closed form
  have hinv : (collision r)⁻¹ = !![(1 + r) / (r * (r + 2)), 1 / (r * (r + 2));
      1 / (r * (r + 2)), (1 + r) / (r * (r + 2))] := by
    apply Matrix.inv_eq_right_inv
    ext i j
    fin_cases i <;> fin_cases j <;>
      simp [collision, Matrix.mul_apply, Fin.sum_univ_two] <;> field_simp <;> ring
  rw [exactConductivity, hinv]
  simp [Matrix.mulVec, dotProduct, Fin.sum_univ_two]
  field_simp
  ring
```

## (c) The estimate in closed form

**Task.** Show that, where both denominators are non-zero,

∑ᵢ vᵢ²τᵢ = a³/((1+r)a − b) + b³/((1+r)b − a).

**Solution.** Applying C to v gives

Cv = ((1+r)a − b, (1+r)b − a).

Hence τ₀ = a/((1+r)a − b) and τ₁ = b/((1+r)b − a). Multiplying by a² and b² and adding gives the formula.

The step `hC` computes Cv. The theorem needs no condition on the denominators because Lean sets division by zero to zero; the formula has physical meaning only where neither vanishes.

```lean
/-- Closed form of the relaxation-time estimate for velocities `a` and `b`, meaningful
where both denominators are non-zero. -/
theorem mrta_collision (r a b : ℝ) :
    mrtaConductivity (collision r) ![a, b]
      = a ^ 3 / ((1 + r) * a - b) + b ^ 3 / ((1 + r) * b - a) := by
  have hC : collision r *ᵥ ![a, b] = ![(1 + r) * a - b, (1 + r) * b - a] := by
    ext i
    fin_cases i <;> simp [collision, Matrix.mulVec, dotProduct, Fin.sum_univ_two] <;> ring
  simp only [mrtaConductivity, momentumTime, hC, Fin.sum_univ_two, Matrix.cons_val_zero,
    Matrix.cons_val_one]
  ring
```

## (d) The error of the estimate

**Task.** Write p = (1+r)a − b and q = (1+r)b − a. For r > 0 and p, q ≠ 0, show that

estimate − exact = (a² − b²)² / (r(r+2)pq).

**Solution.** Let s = 1+r and D = r(r+2) = s² − 1. The solution of C f = v is f = (sa+b, a+sb)/D. The contribution of state 0 to the error is

a³/p − a(sa+b)/D = a[a²(s²−1) − (sa+b)(sa−b)]/(Dp) = a(b²−a²)/(Dp).

In the same way, state 1 contributes b(a²−b²)/(Dq). Their sum is

(b²−a²)(aq − bp)/(Dpq).

Since aq − bp = b² − a², the result follows.

Lean inserts the closed forms from (b) and (c), brings everything over common denominators, cross-multiplies, and leaves a polynomial identity to `ring`. The hypotheses `h1` and `h2` say that p and q are non-zero.

```lean
/-- The exact error of the relaxation-time estimate, for `r > 0` and non-zero components
of `C v`. -/
theorem mrta_sub_exact {r a b : ℝ} (hr : 0 < r) (h1 : (1 + r) * a - b ≠ 0)
    (h2 : (1 + r) * b - a ≠ 0) :
    mrtaConductivity (collision r) ![a, b] - exactConductivity (collision r) ![a, b]
      = (a ^ 2 - b ^ 2) ^ 2
        / (r * (r + 2) * (((1 + r) * a - b) * ((1 + r) * b - a))) := by
  have h0 : r ≠ 0 := hr.ne'
  have h3 : r + 2 ≠ 0 := by positivity
  have h12 := mul_ne_zero h1 h2
  have h03 := mul_ne_zero h0 h3
  rw [mrta_collision, exact_collision hr, div_add_div _ _ h1 h2, div_add_div _ _ h0 h3,
    div_sub_div _ _ h12 h03, div_eq_div_iff (mul_ne_zero h12 h03) (mul_ne_zero h03 h12)]
  ring
```

## (e) The pole

**Task.** Let 0 < a < b and c = b/a − 1. Show that the exact conductivity is positive and continuous at r = c, while

estimate → −∞ as r → c from below, and estimate → +∞ as r → c from above.

**Solution.** Since b > a, c is positive. Part (b) gives the exact conductivity as a sum with positive denominators near c, so it is continuous there, and its value at c is positive.

For the estimate, (1+c)a = b gives

(1+r)a − b = a(r − c),

so the first term is a²/(r−c), with the stated one-sided limits. At r = c the other denominator is

(1+c)b − a = (b² − a²)/a > 0,

so the second term stays finite and cannot cancel the divergence. Physically, gain from the faster state balances the loss from the slower one in (Cv)₀, although the solution f remains finite.

The theorem `mrta_pole` joins four assertions: positivity, continuity and the two limits. Here `𝓝[<]` and `𝓝[>]` mean approach from below and above, while `atBot` and `atTop` mean −∞ and +∞. In the proof, `hlim` sends the first denominator to zero, `hneg` and `hpos` fix its sign, and `hreg` keeps the second term finite.

```lean
/-- For velocities `0 < a < b` the relaxation-time estimate tends to minus infinity as `r`
rises to `b / a - 1` and to plus infinity as `r` falls to it, while the exact conductivity
is positive and continuous there. -/
theorem mrta_pole {a b : ℝ} (ha : 0 < a) (hab : a < b) :
    0 < exactConductivity (collision (b / a - 1)) ![a, b] ∧
    ContinuousAt (fun r => exactConductivity (collision r) ![a, b]) (b / a - 1) ∧
    Tendsto (fun r => mrtaConductivity (collision r) ![a, b]) (𝓝[<] (b / a - 1)) atBot ∧
    Tendsto (fun r => mrtaConductivity (collision r) ![a, b]) (𝓝[>] (b / a - 1)) atTop := by
  have hb : 0 < b := ha.trans hab
  obtain ⟨c, hc⟩ : ∃ c, c = b / a - 1 := ⟨_, rfl⟩
  rw [← hc]
  have hc0 : 0 < c := by
    rw [hc]
    linarith [(one_lt_div ha).2 hab]
  have hcb : (1 + c) * a = b := by
    rw [hc, add_sub_cancel, div_mul_cancel₀ _ ha.ne']
  have hden : 0 < (1 + c) * b - a := by nlinarith [mul_pos hc0 hb]
  -- the first denominator vanishes at the pole, the second term stays finite
  have hlim : Tendsto (fun r : ℝ => (1 + r) * a - b) (𝓝 c) (𝓝 0) := by
    have h : ContinuousAt (fun r : ℝ => (1 + r) * a - b) c := by fun_prop
    have h' := h.tendsto
    rwa [hcb, sub_self] at h'
  have hreg : ContinuousAt (fun r : ℝ => b ^ 3 / ((1 + r) * b - a)) c :=
    ContinuousAt.div (by fun_prop) (by fun_prop) hden.ne'
  refine ⟨?_, ?_, ?_, ?_⟩
  · rw [exact_collision hc0]
    positivity
  · have hcont : ContinuousAt
        (fun r : ℝ => (a + b) ^ 2 / 2 / r + (a - b) ^ 2 / 2 / (r + 2)) c :=
      (ContinuousAt.div (by fun_prop) (by fun_prop) hc0.ne').add
        (ContinuousAt.div (by fun_prop) (by fun_prop) (by positivity))
    apply hcont.congr
    filter_upwards [Ioi_mem_nhds hc0] with r hr
    exact (exact_collision hr a b).symm
  · have hneg : Tendsto (fun r : ℝ => (1 + r) * a - b) (𝓝[<] c) (𝓝[<] 0) := by
      refine tendsto_nhdsWithin_iff.2 ⟨hlim.mono_left nhdsWithin_le_nhds, ?_⟩
      filter_upwards [self_mem_nhdsWithin] with r hr
      have hr' : r < c := hr
      show (1 + r) * a - b < 0
      nlinarith [mul_pos (sub_pos.2 hr') ha]
    simp only [mrta_collision, div_eq_mul_inv (a ^ 3)]
    exact ((tendsto_inv_nhdsLT_zero.comp hneg).const_mul_atBot (pow_pos ha 3)).atBot_add
      (hreg.tendsto.mono_left nhdsWithin_le_nhds)
  · have hpos : Tendsto (fun r : ℝ => (1 + r) * a - b) (𝓝[>] c) (𝓝[>] 0) := by
      refine tendsto_nhdsWithin_iff.2 ⟨hlim.mono_left nhdsWithin_le_nhds, ?_⟩
      filter_upwards [self_mem_nhdsWithin] with r hr
      have hr' : c < r := hr
      show 0 < (1 + r) * a - b
      nlinarith [mul_pos (sub_pos.2 hr') ha]
    simp only [mrta_collision, div_eq_mul_inv (a ^ 3)]
    exact ((tendsto_inv_nhdsGT_zero.comp hpos).const_mul_atTop (pow_pos ha 3)).atTop_add
      (hreg.tendsto.mono_left nhdsWithin_le_nhds)
```

## (f) Velocities 1 and 3

**Task.** For v = (1, 3), show that

exact = 8/r + 2/(r+2) for every r > 0,

and that the estimate tends to −∞ as r → 2 from below and to +∞ from above.

**Solution.** In (b), (1+3)²/2 = 8 and (1−3)²/2 = 2. In (e), the pole is at 3/1 − 1 = 2. The exact conductivity there is 8/2 + 2/4 = 9/2.

Lean specialises `mrta_pole` for the limits and `exact_collision` for the formula.

```lean
/-- For velocities 1 and 3 the exact conductivity is `8 / r + 2 / (r + 2)` for every `r > 0`,
while the relaxation-time estimate tends to minus infinity as `r` rises to 2 and to plus
infinity as `r` falls to 2. -/
theorem pole_one_three :
    (∀ r : ℝ, 0 < r →
      exactConductivity (collision r) ![1, 3] = 8 / r + 2 / (r + 2)) ∧
    Tendsto (fun r => mrtaConductivity (collision r) ![1, 3]) (𝓝[<] 2) atBot ∧
    Tendsto (fun r => mrtaConductivity (collision r) ![1, 3]) (𝓝[>] 2) atTop := by
  have h := mrta_pole (a := 1) (b := 3) one_pos (by norm_num)
  rw [show (3 / 1 - 1 : ℝ) = 2 by norm_num] at h
  refine ⟨fun r hr => ?_, h.2.2⟩
  rw [exact_collision hr]
  ring
```

## (g) A negative estimate

**Task.** For v = (1, 3), show that

estimate < 0 whenever 26/15 < r < 2.

**Solution.** Part (c) gives

1/(r−2) + 27/(3r+2) = (30r − 52)/((r−2)(3r+2)).

The numerator is positive for r > 26/15. Since r < 2, the denominator is negative. The estimate thus has the wrong sign for a system that is dissipative by (a).

The steps `hn` and `hp` record the signs of the two denominators, and `div_neg_of_pos_of_neg` concludes.

```lean
/-- For velocities 1 and 3 the relaxation-time estimate of the conductivity is negative
whenever `26 / 15 < r < 2`. -/
theorem mrta_negative {r : ℝ} (h1 : 26 / 15 < r) (h2 : r < 2) :
    mrtaConductivity (collision r) ![1, 3] < 0 := by
  have hn : (1 + r) * 1 - 3 < 0 := by linarith
  have hp : 0 < (1 + r) * 3 - 1 := by linarith
  rw [mrta_collision, div_add_div _ _ hn.ne hp.ne']
  exact div_neg_of_pos_of_neg (by linarith) (mul_neg_of_neg_of_pos hn hp)
```

## (h) A velocity with a single decay rate

**Task.** For any finite number of states, let C be an invertible real matrix with Cv = gv and no vᵢ = 0. Show that

τᵢ = 1/g for every i, and estimate = exact.

**Solution.** With no states, both sums are empty and equal. Otherwise g ≠ 0, because g = 0 would give Cv = 0 and hence v = 0. Therefore τᵢ = vᵢ/(gvᵢ) = 1/g. Applying C⁻¹ to Cv = gv gives C⁻¹v = v/g, so

⟨v, C⁻¹v⟩ = ∑ᵢ vᵢ²/g = ∑ᵢ vᵢ²τᵢ.

The eigenvector condition `hCv` says that the velocity pattern decays at one rate. Invertibility is `IsUnit C.det`; neither symmetry nor positivity of C is assumed. It excludes a carrier-conserving operator on all momenta, which is singular; the pairs of opposite momenta described at the start avoid the zero mode that conservation causes. Lean obtains `key`, the componentwise form of g C⁻¹v = v, then proves `hg` and `ht` and compares the sums term by term.

```lean
/-- If the velocity, with no vanishing component, is an eigenvector of an invertible collision
operator with rate `g`, every momentum relaxation time is `1 / g` and the relaxation-time
estimate equals the exact conductivity. -/
theorem mrta_exact_of_eigenvector {n : Type*} [Fintype n] [DecidableEq n]
    {C : Matrix n n ℝ} {v : n → ℝ} {g : ℝ} (hC : IsUnit C.det)
    (hCv : C *ᵥ v = g • v) (hv0 : ∀ i, v i ≠ 0) :
    (∀ i, momentumTime C v i = g⁻¹) ∧ mrtaConductivity C v = exactConductivity C v := by
  have hv : C⁻¹ *ᵥ (C *ᵥ v) = v := by
    rw [Matrix.mulVec_mulVec, Matrix.nonsing_inv_mul _ hC, Matrix.one_mulVec]
  rw [hCv, Matrix.mulVec_smul] at hv
  have key : ∀ i, g * (C⁻¹ *ᵥ v) i = v i := fun i => congrFun hv i
  -- invertibility excludes a vanishing rate
  have hg : ∀ i : n, g ≠ 0 := fun i h0 => hv0 i (by rw [← key i, h0, zero_mul])
  have ht : ∀ i, momentumTime C v i = g⁻¹ := by
    intro i
    have h1 := hg i
    have h2 := hv0 i
    rw [momentumTime, hCv, Pi.smul_apply, smul_eq_mul]
    field_simp
  refine ⟨ht, ?_⟩
  simp only [mrtaConductivity, exactConductivity, dotProduct]
  refine Finset.sum_congr rfl fun i _ => ?_
  have hi : (C⁻¹ *ᵥ v) i = g⁻¹ * v i := by
    rw [← key i, inv_mul_cancel_left₀ (hg i)]
  rw [ht i, hi]
  ring

end

end MomentumRelaxationPole
```

```lean
#print axioms MomentumRelaxationPole.mrta_sub_exact
-- 'MomentumRelaxationPole.mrta_sub_exact' depends on axioms: [propext, Classical.choice, Quot.sound]
#print axioms MomentumRelaxationPole.pole_one_three
-- 'MomentumRelaxationPole.pole_one_three' depends on axioms: [propext, Classical.choice, Quot.sound]
#print axioms MomentumRelaxationPole.mrta_negative
-- 'MomentumRelaxationPole.mrta_negative' depends on axioms: [propext, Classical.choice, Quot.sound]
#print axioms MomentumRelaxationPole.mrta_exact_of_eigenvector
-- 'MomentumRelaxationPole.mrta_exact_of_eigenvector' depends on axioms: [propext, Classical.choice, Quot.sound]
```

## Velocities of opposite sign

The error formula in (d) also settles the case a < 0 < b, by a short argument that has no Lean proof here. For every r > 0, p is negative and q is positive, so the estimate has no pole and never exceeds the exact conductivity. The two agree only when b = −a, where v is an eigenvector with rate r+2.
